# A nonzero equivariant map between different summands of an invariant decomposition gives noncommuting invariant operators

An electronic-structure code that sorts its basis functions by symmetry species and finds its orbitals by diagonalisation still diagonalises a matrix numerically within each species that occurs more than once. No change of basis fixed in advance by symmetry can replace that step for every invariant operator, because some pairs of invariant operators have no common eigenbasis.

Let ρ(g) be the operator on a vector space V that represents the group element g. Let V be the direct sum of subspaces W_l, each mapped into itself by every ρ(g). Suppose that i ≠ j and that φ : W_i → W_j is a nonzero linear map with φ(ρ(g)w) = ρ(g)φ(w). Then there are operators P and Q on V, both diagonalisable and both commuting with every ρ(g), such that

PQ ≠ QP.

For a unitary representation on a finite-dimensional complex space, a noncommuting pair of Hermitian invariants also exists.

## Where a code meets repeated species

Two copies of the same species carry equivalent representations, which means that an invertible equivariant map links them. The result therefore applies whenever a species is repeated. In a self-consistent-field calculation with a finite basis, the effective one-electron matrix changes between iterations. If a species is repeated, symmetry does not ensure that the eigenvectors of one such matrix diagonalise the next. A particular pair may still commute; the result says that symmetry does not force every pair to do so.

A small example is a set of three orthonormal p-like functions e₀, e₁, e₂ with inversion as the only symmetry. All three change sign, so every 3 × 3 matrix is invariant. Let H keep e₀ and annihilate e₁ and e₂, and let K exchange e₀ and e₁ and annihilate e₂. Both are Hermitian, but HKe₀ = 0 while KHe₀ = e₁.

## From one equivariant map to two projectors

Write π_i v for the component of v in W_i, and define

P v = π_i v,
B v = φ(π_i v).

B is invariant. On w in W_i,

ρ(g)Bw = ρ(g)φ(w) = φ(ρ(g)w) = Bρ(g)w.

On w in W_l with l ≠ i, both sides vanish, since ρ(g)w stays in W_l. The same argument with the identity map in place of φ shows that P is invariant.

On W_i the map π_i is the identity, and on W_j, which contains the range of B, it vanishes, so

P² = P, BP = B, PB = 0, B² = 0.

Set Q = P + B. Then

Q² = P² + PB + BP + B² = P + B = Q,
PQ = P,
QP = P + B,
QP − PQ = B ≠ 0.

An idempotent such as P is diagonalisable, because v = Pv + (v − Pv) splits v into vectors with eigenvalues 1 and 0. The same holds for Q. If Av = av and Cv = cv, then ACv = acv = CAv, so two operators whose common eigenvectors span V commute. P and Q therefore have no common eigenbasis.

**Hermitian pair.** For a unitary representation ρ(g)† = ρ(g⁻¹), so taking the adjoint of ρ(g⁻¹)T = Tρ(g⁻¹) shows that T† is invariant whenever T is. Put

X = T + T†,
Y = i(T − T†),
T = ½(X − iY),

where i in these three lines is the imaginary unit. X and Y are Hermitian and invariant. If all Hermitian invariants commuted, splitting P and Q in this way would make P and Q commute, which is false.

**Converse.** Let there be finitely many summands, and suppose that every equivariant map from a summand to itself is a number times the identity. If no nonzero equivariant map links different summands, then for an invariant A the map π_j A from W_i to W_j is zero for j ≠ i and a number for j = i. Hence A acts as a number on each W_i, and all invariant operators commute.

## The Lean file

```lean
import Mathlib

open scoped InnerProductSpace

namespace RepeatedSpecies

noncomputable section

variable {k G V ι : Type*} [Field k] [Group G] [AddCommGroup V] [Module k V] [DecidableEq ι]

/-- An operator is invariant if it commutes with every symmetry operation. -/
def IsInvariant (ρ : G →* Module.End k V) (T : Module.End k V) : Prop :=
  ∀ g, Commute (ρ g) T

/-- A linear map between subspaces is equivariant if it carries the image of `u` under a symmetry
operation, whenever that image lies in the first subspace, to the image of `φ u` under the same
operation. -/
def Intertwines (ρ : G →* Module.End k V) {U U' : Submodule k V} (φ : U →ₗ[k] U') : Prop :=
  ∀ (g : G) (u u₂ : U), (u₂ : V) = ρ g u → (φ u₂ : V) = ρ g (φ u)

/-- Two operators are diagonalised together if their common eigenvectors span the space. -/
def DiagonalisedTogether (A B : Module.End k V) : Prop :=
  Submodule.span k {v : V | (∃ a : k, A v = a • v) ∧ ∃ b : k, B v = b • v} = ⊤

/-- Operators that are diagonalised together commute. -/
theorem commute_of_diagonalised {A B : Module.End k V} (h : DiagonalisedTogether A B) :
    Commute A B := by
  refine LinearMap.ext_on h ?_
  rintro v ⟨⟨a, ha⟩, b, hb⟩
  change A (B v) = B (A v)
  simp only [ha, hb, map_smul]
  exact smul_comm b a v

/-- The eigenvectors of an idempotent operator span the space. -/
theorem diagonalised_of_idempotent {P : Module.End k V} (hP : P * P = P) :
    DiagonalisedTogether P P := by
  refine eq_top_iff.2 fun v _ => ?_
  have hPP : P (P v) = P v := LinearMap.congr_fun hP v
  have e1 : P (P v) = (1 : k) • P v := by rw [hPP, one_smul]
  have e0 : P (v - P v) = (0 : k) • (v - P v) := by rw [map_sub, hPP, sub_self, zero_smul]
  -- split `v` into its parts in the range and in the kernel of `P`
  have := Submodule.add_mem _ (Submodule.subset_span (R := k)
    (s := {v : V | (∃ a : k, P v = a • v) ∧ ∃ b : k, P v = b • v}) ⟨⟨1, e1⟩, 1, e1⟩)
    (Submodule.subset_span ⟨⟨0, e0⟩, 0, e0⟩)
  rwa [add_sub_cancel] at this

variable {W : ι → Submodule k V}

/-- The component of a vector in the summand `W i`. -/
def part (h : DirectSum.IsInternal W) (i : ι) : V →ₗ[k] W i :=
  DirectSum.component k ι (fun j => W j) i ∘ₗ
    (LinearEquiv.ofBijective (DirectSum.coeLinearMap W) h).symm.toLinearMap

/-- The operator on the whole space that applies `φ` to the component in `W i`. -/
def transfer (h : DirectSum.IsInternal W) {i j : ι} (φ : W i →ₗ[k] W j) : Module.End k V :=
  (W j).subtype ∘ₗ φ ∘ₗ part h i

/-- The projector onto the summand `W i` along the other summands. -/
def proj (h : DirectSum.IsInternal W) (i : ι) : Module.End k V :=
  transfer h (LinearMap.id : W i →ₗ[k] W i)

private theorem symm_coe (h : DirectSum.IsInternal W) (l : ι) (w : W l) :
    (LinearEquiv.ofBijective (DirectSum.coeLinearMap W) h).symm (w : V) =
      DirectSum.lof k ι (fun j => W j) l w := by
  rw [LinearEquiv.symm_apply_eq]
  exact (DirectSum.coeLinearMap_lof W l w).symm

private theorem transfer_same (h : DirectSum.IsInternal W) {i j : ι} (φ : W i →ₗ[k] W j)
    (w : W i) : transfer h φ (w : V) = φ w := by
  have : part h i (w : V) = w := by
    change DirectSum.component k ι (fun j => W j) i (_ : DirectSum ι fun j => W j) = w
    erw [symm_coe h i w]
    rw [DirectSum.component.of]
    exact dif_pos rfl
  change ((φ (part h i (w : V)) : W j) : V) = φ w
  rw [this]

private theorem transfer_ne (h : DirectSum.IsInternal W) {i j l : ι} (φ : W i →ₗ[k] W j)
    (hl : l ≠ i) (w : W l) : transfer h φ (w : V) = 0 := by
  have : part h i (w : V) = 0 := by
    change DirectSum.component k ι (fun j => W j) i (_ : DirectSum ι fun j => W j) = 0
    erw [symm_coe h l w]
    rw [DirectSum.component.of]
    exact dif_neg hl
  change ((φ (part h i (w : V)) : W j) : V) = 0
  rw [this, map_zero, Submodule.coe_zero]

private theorem ext_on_summands (h : DirectSum.IsInternal W) {A B : Module.End k V}
    (H : ∀ l (w : W l), A w = B w) : A = B := by
  ext v
  have hv : v ∈ ⨆ l, W l := by rw [h.submodule_iSup_eq_top]; trivial
  exact Submodule.iSup_induction W (motive := fun v => A v = B v) hv
    (fun l w hw => H l ⟨w, hw⟩) (by simp) (fun x y hx hy => by rw [map_add, map_add, hx, hy])

/-- When all the summands are invariant, an equivariant map between two of them, extended by zero on
the other summands, is an invariant operator. -/
theorem transfer_invariant {ρ : G →* Module.End k V} (h : DirectSum.IsInternal W)
    (hW : ∀ i g, ∀ w ∈ W i, ρ g w ∈ W i) {i j : ι} {φ : W i →ₗ[k] W j}
    (hφ : Intertwines ρ φ) : IsInvariant ρ (transfer h φ) := by
  intro g
  refine ext_on_summands h fun l w => ?_
  change ρ g (transfer h φ w) = transfer h φ (ρ g w)
  by_cases hl : l = i
  · subst hl
    rw [transfer_same]
    exact (hφ g w ⟨ρ g w, hW _ g w w.2⟩ rfl).symm.trans (transfer_same h φ _).symm
  · rw [transfer_ne h φ hl, map_zero]
    exact (transfer_ne h φ hl ⟨ρ g w, hW l g w w.2⟩).symm

/-- When all the summands are invariant and a nonzero equivariant map links two different ones,
there are two invariant operators, each diagonalisable, that do not commute and cannot be
diagonalised together. -/
theorem noncommuting_invariants {ρ : G →* Module.End k V} (h : DirectSum.IsInternal W)
    (hW : ∀ i g, ∀ w ∈ W i, ρ g w ∈ W i) {i j : ι} (hij : i ≠ j) {φ : W i →ₗ[k] W j}
    (hφ : Intertwines ρ φ) (hne : φ ≠ 0) :
    ∃ P Q : Module.End k V, IsInvariant ρ P ∧ IsInvariant ρ Q ∧
      DiagonalisedTogether P P ∧ DiagonalisedTogether Q Q ∧
      ¬ Commute P Q ∧ ¬ DiagonalisedTogether P Q := by
  have hP : IsInvariant ρ (proj h i) := transfer_invariant h hW fun _ _ _ e => e
  have hB := transfer_invariant h hW hφ
  -- multiplication table of the projector and the transfer operator
  have pp : proj h i * proj h i = proj h i :=
    LinearMap.ext fun v => transfer_same h LinearMap.id (part h i v)
  have bp : transfer h φ * proj h i = transfer h φ :=
    LinearMap.ext fun v => transfer_same h φ (part h i v)
  have pb : proj h i * transfer h φ = 0 :=
    LinearMap.ext fun v => transfer_ne h LinearMap.id hij.symm (φ (part h i v))
  have bb : transfer h φ * transfer h φ = 0 :=
    LinearMap.ext fun v => transfer_ne h φ hij.symm (φ (part h i v))
  have hn : ¬ Commute (proj h i) (proj h i + transfer h φ) := by
    intro hc
    have e := hc.eq
    rw [mul_add, add_mul, pp, pb, bp] at e
    have b0 : transfer h φ = 0 := (add_left_cancel e).symm
    refine hne (LinearMap.ext fun w => Subtype.ext ?_)
    rw [← transfer_same h φ w, b0]
    rfl
  refine ⟨proj h i, proj h i + transfer h φ, hP, fun g => (hP g).add_right (hB g),
    diagonalised_of_idempotent pp, diagonalised_of_idempotent ?_, hn,
    fun hd => hn (commute_of_diagonalised hd)⟩
  rw [mul_add, add_mul, add_mul, pp, pb, bp, bb, zero_add, add_zero]

/-- For finitely many summands, each invariant and with only scalars as equivariant endomorphisms,
all invariant operators commute exactly if no nonzero equivariant map links two different summands.
-/
theorem invariants_commute_iff [Fintype ι] {ρ : G →* Module.End k V}
    (h : DirectSum.IsInternal W) (hW : ∀ i g, ∀ w ∈ W i, ρ g w ∈ W i)
    (hs : ∀ i (φ : W i →ₗ[k] W i), Intertwines ρ φ → ∃ c : k, ∀ w, φ w = c • w) :
    (∀ A B, IsInvariant ρ A → IsInvariant ρ B → Commute A B) ↔
      ∀ i j, i ≠ j → ∀ φ : W i →ₗ[k] W j, Intertwines ρ φ → φ = 0 := by
  constructor
  · intro hc i j hij φ hφ
    by_contra hne
    obtain ⟨P, Q, hP, hQ, -, -, hn, -⟩ := noncommuting_invariants h hW hij hφ hne
    exact hn (hc P Q hP hQ)
  intro hz
  have hsum : ∑ j, proj h j = 1 := ext_on_summands h fun l w => by
    rw [LinearMap.sum_apply, Finset.sum_eq_single l]
    · exact transfer_same h LinearMap.id w
    · exact fun b _ hb => transfer_ne h LinearMap.id hb.symm w
    · exact fun hl => absurd (Finset.mem_univ l) hl
  -- an invariant operator acts as a number on each summand
  have key : ∀ A, IsInvariant ρ A → ∀ i, ∃ c : k, ∀ w : W i, A w = c • (w : V) := by
    intro A hA i
    have hI : ∀ j, Intertwines ρ (part h j ∘ₗ A ∘ₗ (W i).subtype) := by
      intro j g u u₂ hu
      have hP : IsInvariant ρ (proj h j) := transfer_invariant h hW fun _ _ _ e => e
      have c1 : ρ g (A u) = A (ρ g u) := LinearMap.congr_fun (hA g).eq (u : V)
      have c2 : ρ g (proj h j (A u)) = proj h j (ρ g (A u)) :=
        LinearMap.congr_fun (hP g).eq (A u)
      change proj h j (A u₂) = ρ g (proj h j (A u))
      rw [hu, c2, c1]
    obtain ⟨c, hc⟩ := hs i _ (hI i)
    refine ⟨c, fun w => ?_⟩
    have e : ∑ j, proj h j (A w) = A w := by
      rw [← LinearMap.sum_apply, hsum]; rfl
    rw [← e, Finset.sum_eq_single i]
    · exact congrArg Subtype.val (hc w)
    · exact fun j _ hj => congrArg Subtype.val (LinearMap.congr_fun (hz i j hj.symm _ (hI j)) w)
    · exact fun hi => absurd (Finset.mem_univ i) hi
  intro A B hA hB
  refine ext_on_summands h fun i w => ?_
  obtain ⟨a, ha⟩ := key A hA i
  obtain ⟨b, hb⟩ := key B hB i
  change A (B w) = B (A w)
  rw [ha, hb, map_smul, map_smul, ha, hb, smul_comm]

/-- For a unitary representation on a finite-dimensional complex space split into invariant
summands, a nonzero equivariant map between two different summands gives two Hermitian invariant
operators that cannot be diagonalised together. -/
theorem noncommuting_hermitian_invariants {E : Type*} [NormedAddCommGroup E]
    [InnerProductSpace ℂ E] [FiniteDimensional ℂ E] {ρ : G →* Module.End ℂ E}
    (hU : ∀ g x y, ⟪ρ g x, ρ g y⟫_ℂ = ⟪x, y⟫_ℂ) {W : ι → Submodule ℂ E}
    (h : DirectSum.IsInternal W) (hW : ∀ i g, ∀ w ∈ W i, ρ g w ∈ W i) {i j : ι} (hij : i ≠ j)
    {φ : W i →ₗ[ℂ] W j} (hφ : Intertwines ρ φ) (hne : φ ≠ 0) :
    ∃ H K : Module.End ℂ E, IsSelfAdjoint H ∧ IsSelfAdjoint K ∧
      IsInvariant ρ H ∧ IsInvariant ρ K ∧ ¬ Commute H K ∧ ¬ DiagonalisedTogether H K := by
  obtain ⟨P, Q, hP, hQ, -, -, hn, -⟩ := noncommuting_invariants h hW hij hφ hne
  by_contra hcon
  have key : ∀ H K : Module.End ℂ E, IsSelfAdjoint H → IsSelfAdjoint K →
      IsInvariant ρ H → IsInvariant ρ K → Commute H K := by
    intro H K h1 h2 h3 h4
    by_contra hc
    exact hcon ⟨H, K, h1, h2, h3, h4, hc, fun hd => hc (commute_of_diagonalised hd)⟩
  have hstar : ∀ g, star (ρ g) = ρ g⁻¹ := by
    intro g
    refine ((LinearMap.eq_adjoint_iff _ _).2 fun x y => ?_).symm
    have e : ρ g (ρ g⁻¹ x) = x := by
      rw [← Module.End.mul_apply, ← map_mul, mul_inv_cancel, map_one, Module.End.one_apply]
    rw [← hU g, e]
  -- every invariant operator is a combination of two Hermitian invariant ones
  have split : ∀ T, IsInvariant ρ T → ∃ X Y : Module.End ℂ E, IsSelfAdjoint X ∧
      IsSelfAdjoint Y ∧ IsInvariant ρ X ∧ IsInvariant ρ Y ∧
      T = (1 / 2 : ℂ) • (X - Complex.I • Y) := by
    intro T hT
    have hT' : IsInvariant ρ (star T) := by
      intro g
      have e := congrArg star (hT g⁻¹).eq
      rw [star_mul, star_mul, hstar, inv_inv] at e
      exact e.symm
    have hI : star Complex.I = -Complex.I := Complex.conj_I
    refine ⟨T + star T, Complex.I • (T - star T), ?_, ?_, fun g => (hT g).add_right (hT' g),
      fun g => ((hT g).sub_right (hT' g)).smul_right _, ?_⟩
    · change star (T + star T) = T + star T
      rw [star_add, star_star, add_comm]
    · change star (Complex.I • (T - star T)) = Complex.I • (T - star T)
      rw [star_smul, star_sub, star_star, hI]
      module
    · rw [smul_smul, Complex.I_mul_I]
      module
  obtain ⟨X, Y, sX, sY, iX, iY, eP⟩ := split P hP
  obtain ⟨X', Y', sX', sY', iX', iY', eQ⟩ := split Q hQ
  apply hn
  rw [eP, eQ]
  have c1 := (key X X' sX sX' iX iX').sub_right ((key X Y' sX sY' iX iY').smul_right Complex.I)
  have c2 := (key Y X' sY sX' iY iX').sub_right ((key Y Y' sY sY' iY iY').smul_right Complex.I)
  exact ((c1.sub_left (c2.smul_left Complex.I)).smul_left _).smul_right _

/-- The two-element group acting on three-dimensional space by the identity and inversion. -/
def parity : ℤˣ →* Module.End ℂ (Fin 3 → ℂ) where
  toFun u := ((u : ℤ) : ℂ) • 1
  map_one' := by simp
  map_mul' u v := by simp [smul_smul, mul_comm]

/-- The three Cartesian axes. -/
def axis (i : Fin 3) : Submodule ℂ (Fin 3 → ℂ) := Submodule.span ℂ {Pi.basisFun ℂ (Fin 3) i}

/-- The map taking the first axis to the second. -/
def hop : axis 0 →ₗ[ℂ] axis 1 :=
  LinearMap.toSpanSingleton ℂ (axis 1)
      ⟨Pi.basisFun ℂ (Fin 3) 1, Submodule.mem_span_singleton_self _⟩ ∘ₗ
    LinearMap.proj 0 ∘ₗ (axis 0).subtype

/-- Space is the direct sum of the three axes, each invariant under inversion, and `hop` is a
nonzero equivariant map from the first to the second. -/
theorem parity_witness : DirectSum.IsInternal axis ∧
    (∀ i g, ∀ w ∈ axis i, parity g w ∈ axis i) ∧ Intertwines parity hop ∧ hop ≠ 0 := by
  refine ⟨?_, fun i g w hw => (axis i).smul_mem _ hw, ?_, ?_⟩
  · apply DirectSum.isInternal_submodule_of_iSupIndep_of_iSup_eq_top
    · exact (Pi.basisFun ℂ (Fin 3)).linearIndependent.iSupIndep_span_singleton
    · exact Submodule.span_range_eq_iSup.symm.trans (Pi.basisFun ℂ (Fin 3)).span_eq
  · intro g u u₂ hu
    change (u₂ : Fin 3 → ℂ) 0 • Pi.basisFun ℂ (Fin 3) 1 =
      ((g : ℤ) : ℂ) • ((u : Fin 3 → ℂ) 0 • Pi.basisFun ℂ (Fin 3) 1)
    rw [hu, smul_smul]
    rfl
  · intro h0
    have e := congrArg (fun w : axis 1 => (w : Fin 3 → ℂ) 1) (LinearMap.congr_fun h0
      ⟨Pi.basisFun ℂ (Fin 3) 0, Submodule.mem_span_singleton_self _⟩)
    simp [hop] at e

end

end RepeatedSpecies
```

```lean
#print axioms RepeatedSpecies.invariants_commute_iff
#print axioms RepeatedSpecies.noncommuting_hermitian_invariants
```

```
'RepeatedSpecies.invariants_commute_iff' depends on axioms: [propext, Classical.choice, Quot.sound]
'RepeatedSpecies.noncommuting_hermitian_invariants' depends on axioms: [propext, Classical.choice, Quot.sound]
```

## How the code expresses the physics

The representation is `ρ : G →* Module.End k V`, a homomorphism from the group to linear operators over a field `k`. `IsInvariant` means commuting with every `ρ g`. `DirectSum.IsInternal W` says that each vector has a unique decomposition into components from the summands, which need not be orthogonal, and `hW` says that each summand is invariant. `Intertwines` says that `φ u₂` is the image of `φ u` under `g` whenever `u₂` is the image of `u` under `g`.

`DiagonalisedTogether A B` says that common eigenvectors span the space; with the same operator twice, it is ordinary diagonalisability. In the Hermitian theorem, `hU` is unitarity and `IsSelfAdjoint` is Hermiticity in the given inner product. For a nonorthogonal atomic basis, that is the inner product defined by the overlap matrix.

## How the proofs follow the algebra

`transfer` is B and `proj` is P. The lemmas `transfer_same` and `transfer_ne` evaluate them on the chosen summand and on the others, and `ext_on_summands` reduces an equality of operators to the summands. In `noncommuting_invariants`, the facts `pp`, `bp`, `pb` and `bb` are the four products above. Assuming that P and Q commute, cancellation gives B = 0, which contradicts `hne`.

In `invariants_commute_iff`, `hsum` writes the identity as the sum of the projectors, and `key` shows that an invariant operator is a number on each summand. In the Hermitian theorem, `split` supplies X and Y, and the argument by contradiction yields a pair without naming it.

`parity_witness` checks the hypotheses of `noncommuting_invariants` for the three axes under inversion, with `hop` taking e₀ to e₁.

## Scope of the guarantee

The first theorem holds for any group, any field, any dimension and any index set containing two different labels. It takes the linking map as given and does not derive it from character tables. The summands need not be irreducible.

The scalar condition `hs` in the converse is assumed. Physically, it says that an invariant operator has no freedom within a single summand beyond one number, such as a level energy. Schur's lemma supplies it for irreducible summands of finite dimension over the complex numbers. All symmetry operations here are linear, so antiunitary time reversal is not covered.

A different model would write each species as an irreducible space tensored with a multiplicity space of dimension m. Invariant operators would then be arbitrary m × m matrices on the multiplicity spaces, which shows directly the size of the matrix left to diagonalise. That model needs a full decomposition into irreducible species from the start, whereas the present one needs only invariant summands and one linking map.
